# The Hartree-minus-exchange energy vanishes for every interaction exactly when the density matrix has rank at most one

## One electron repelling itself

The electron in a hydrogen atom has no second electron to repel it. Its Hartree energy, the Coulomb repulsion of its charge density with itself, is nevertheless positive. In Hartree–Fock theory the exchange energy removes this spurious term completely. An approximate exchange–correlation functional need not do so, and what remains is the one-electron self-interaction error.

The cancellation in Hartree–Fock does not depend on the shape of the orbital or on the form of the repulsion. This raises a question: which density matrices make Hartree and exchange cancel for every interaction? They are the matrices of rank at most one. For a Slater determinant this means at most one electron.

## Pair density and energy

Take a finite basis of spin orbitals, labelled by $i,j,k,l$, and a density matrix $P$ with entries $P_{ij}=\langle a_i^\dagger a_j\rangle$, where $a_i^\dagger$ and $a_i$ create and remove an electron in orbital $i$. Many textbooks use the transpose of this matrix, which has the same rank and trace. In Hartree–Fock theory the antisymmetrised pair density is

$$D_{ijkl}=P_{ij}P_{kl}-P_{il}P_{kj}.$$

With an interaction tensor $v_{ijkl}$, ordered like the two-electron integral $(ij|kl)$, the Hartree-minus-exchange energy is

$$E[P,v]=\sum_{ijkl}D_{ijkl}\,v_{ijkl}.$$

The usual interaction energy carries a further factor $\tfrac12$, which does not affect whether it vanishes. In the name of $E$, "exchange" means the subtracted sum $\sum_{ijkl}P_{il}P_{kj}v_{ijkl}$; the exchange energy of the opening section already includes the minus sign and is added to the Hartree energy.

In Lean, the finite type `n` labels the basis, `P : Matrix n n ℂ` is the density matrix, `pairDensity` is $D$ and `hartreeMinusExchange` is $E$. There are three main statements.

- `energy_eq_zero_iff_rank_le_one`: for any square complex $P$, the energy vanishes for all complex tensors $v$ if and only if `P.rank ≤ 1`. Hermiticity is not assumed.
- `symmetric_energy_eq_zero_iff_rank_le_one`: for Hermitian $P$, the same holds when $v$ ranges only over tensors with `IntegralSymmetry`, that is, $v_{ijkl}=v_{klij}$ (exchange of the two electrons) and $\overline{v_{ijkl}}=v_{jilk}$ (complex conjugation of the integral).
- `slater_energy_eq_zero_iff`: if $P$ is Hermitian and $P^2=P$, the energy vanishes for all those symmetric tensors if and only if $\operatorname{tr}P$ is $0$ or $1$.

The condition $P^2=P$ stands for a single determinant in an orthonormal basis, with every natural orbital either full or empty; $\operatorname{tr}P$ is then the electron number. The rank theorems need no such normalisation, so they also admit one fractionally occupied orbital.

The symmetric tensors form a larger class than Coulomb integrals: neither positivity nor spin independence is required of them. A one-electron determinant therefore has $E=0$ for the Coulomb tensor too. The step back from the Coulomb tensor alone to the rank is not supplied, because the converse assumes that the energy vanishes for the whole class.

For two or more electrons, a nonzero $E$ is no sign of self-interaction, since it contains the genuine repulsion between different electrons.

## Vanishing minors mean rank at most one

The entries of $D$ are $2\times2$ minors of $P$, up to repeated indices. If $P$ has rank at most one, its columns are multiples of one vector $u$, so $P_{ij}=c_ju_i$ for some numbers $c_j$, and

$$D_{ijkl}=c_ju_i\,c_lu_k-c_lu_i\,c_ju_k=0.$$

Conversely, let all $D_{ijkl}$ vanish. If $P=0$, the rank is zero. Otherwise some entry $P_{ab}$ is nonzero, and $D_{ijab}=0$ reads $P_{ij}P_{ab}=P_{ib}P_{aj}$, so

$$P_{ij}=\frac{P_{ib}}{P_{ab}}\,P_{aj}.$$

This is a column times a row, which has rank at most one.

## An interaction that detects every minor

If $D=0$, then $E=0$ for every $v$. For the other direction, choose $v_{ijkl}=\overline{D_{ijkl}}$, called `probe` in the code. Then

$$E=\sum_{ijkl}|D_{ijkl}|^2,$$

and a vanishing sum of nonnegative terms forces every $D_{ijkl}$ to vanish. This proves the first theorem.

For Hermitian $P$, $\overline{P_{ij}}=P_{ji}$, and the probe becomes

$$\overline{D_{ijkl}}=P_{ji}P_{lk}-P_{li}P_{jk}=D_{jilk}.$$

Its complex conjugate is $D_{ijkl}$, which is the probe with indices $jilk$, as the conjugation symmetry requires. Exchanging the pairs $ij$ and $kl$ leaves $D$ unchanged, because it only reorders the factors. The probe is therefore an allowed tensor in the second theorem, and the same argument applies.

## Counting electrons with the probe

For Hermitian $P$, multiplying out $D_{ijkl}\overline{D_{ijkl}}$ gives

$$P_{ij}P_{ji}P_{kl}P_{lk}+P_{il}P_{li}P_{jk}P_{kj}-P_{ij}P_{jk}P_{kl}P_{li}-P_{il}P_{lk}P_{kj}P_{ji}.$$

Summed over all indices, each of the first two terms is $(\operatorname{tr}P^2)^2$ and each of the last two is $\operatorname{tr}P^4$. Hence

$$E[P,\overline D]=2\left((\operatorname{tr}P^2)^2-\operatorname{tr}P^4\right).$$

If also $P^2=P$ and $N=\operatorname{tr}P$, both $\operatorname{tr}P^2$ and $\operatorname{tr}P^4$ equal $N$, and the energy is $2N(N-1)$. If $E$ vanishes for all symmetric tensors, it vanishes for the probe, so $N=0$ or $N=1$. Conversely, either value makes the probe energy zero, hence $D=0$, hence $E=0$ for every $v$.

## Two orbitals, one or two electrons

Label two orbitals $0$ and $1$. One electron in their normalised even combination has

$$P=\begin{pmatrix}1/2&1/2\\1/2&1/2\end{pmatrix}.$$

Every entry of $D$ is $\tfrac14-\tfrac14=0$, so no interaction gives an energy.

With both orbitals filled, $P$ is the identity. The nonzero entries are $D_{0011}=D_{1100}=1$ and $D_{0110}=D_{1001}=-1$. For a symmetric tensor,

$$E=2\,(v_{0011}-v_{0110}),$$

twice the difference between the Coulomb integral and the exchange integral. The probe energy is $4$, in agreement with $2N(N-1)$ at $N=2$.

## One electron on average in two half-filled orbitals

Now keep $\operatorname{tr}P=1$ but drop $P^2=P$, and take $P=\operatorname{diag}(\tfrac12,\tfrac12)$. Let $v_{0011}=v_{1100}=1$ and let all other entries vanish; this tensor has both symmetries. Then

$$E=\tfrac14+\tfrac14=\tfrac12\neq0.$$

In the electron-number theorem, idempotency therefore cannot be weakened to occupations between zero and one. The rank of this $P$ is two. It belongs to a mean-field state whose two orbitals are filled independently, each with probability $\tfrac12$, so that both are filled with probability $\tfrac14$; $D$ is the pair density of that state. An equal mixture of two one-electron states, one in each orbital, has the same $P$ but no repulsion at all, and for it this $E$ is spurious.

Hermiticity plays a milder part in the symmetric rank theorem: it makes the probe itself symmetric. An extra argument, not formalised here, would remove it by writing the probe as $h+\mathrm{i}g$ with $h$ and $g$ both symmetric and using the linearity of $E$ in $v$.

## The Lean development

```lean
import Mathlib

open Matrix
open scoped ComplexConjugate

namespace OneElectronSelfInteraction

variable {n : Type*}

/-- The antisymmetrised pair density `P_ij P_kl - P_il P_kj` of a density matrix `P`. -/
def pairDensity (P : Matrix n n ℂ) (i j k l : n) : ℂ :=
  P i j * P k l - P i l * P k j

/-- The Hartree-minus-exchange energy: the pair density contracted with the interaction
tensor `v`. -/
def hartreeMinusExchange [Fintype n] (P : Matrix n n ℂ) (v : n → n → n → n → ℂ) : ℂ :=
  ∑ i, ∑ j, ∑ k, ∑ l, pairDensity P i j k l * v i j k l

/-- The symmetries of two-electron integrals `(ij|kl)`: exchange of the two electrons, and
complex conjugation. -/
structure IntegralSymmetry (v : n → n → n → n → ℂ) : Prop where
  swap : ∀ i j k l, v i j k l = v k l i j
  conj_eq : ∀ i j k l, conj (v i j k l) = v j i l k

/-- The probe interaction of `P`: the complex conjugate of its pair density. -/
def probe (P : Matrix n n ℂ) (i j k l : n) : ℂ :=
  conj (pairDensity P i j k l)

/-- The pair density vanishes identically if and only if the density matrix has rank at
most one. -/
theorem pairDensity_eq_zero_iff [Fintype n] (P : Matrix n n ℂ) :
    (∀ i j k l, pairDensity P i j k l = 0) ↔ P.rank ≤ 1 := by
  classical
  constructor
  · intro h
    by_cases h0 : P = 0
    · simp [h0]
    · -- a nonzero entry `P a b` lets us factorise `P` into a column times a row
      obtain ⟨a, b, hab⟩ : ∃ a b, P a b ≠ 0 := by
        by_contra hc
        push Not at hc
        exact h0 (Matrix.ext hc)
      have hP : P = vecMulVec (fun i => P i b / P a b) (fun j => P a j) := by
        ext i j
        have hm := h i j a b
        unfold pairDensity at hm
        rw [vecMulVec_apply, div_mul_eq_mul_div, eq_div_iff hab]
        linear_combination hm
      rw [hP]
      exact rank_vecMulVec_le _ _
  · intro h
    rw [Matrix.rank, finrank_le_one_iff] at h
    obtain ⟨u, hu⟩ := h
    -- every column is a multiple of one vector `u`
    have hcol : ∀ j, ∃ c : ℂ, ∀ i, P i j = c * (u : n → ℂ) i := by
      intro j
      obtain ⟨c, hc⟩ := hu ⟨P.mulVecLin (Pi.single j 1), LinearMap.mem_range_self _ _⟩
      refine ⟨c, fun i => ?_⟩
      have hi := congrFun (congrArg Subtype.val hc) i
      simpa [Matrix.mulVec, dotProduct, Pi.single_apply] using hi.symm
    choose c hc using hcol
    intro i j k l
    simp only [pairDensity, hc]
    ring

/-- With the probe interaction, the Hartree-minus-exchange energy is the sum of the squared
moduli of the pair density. -/
theorem energy_probe [Fintype n] (P : Matrix n n ℂ) :
    hartreeMinusExchange P (probe P) =
      ((∑ i, ∑ j, ∑ k, ∑ l, ‖pairDensity P i j k l‖ ^ 2 : ℝ) : ℂ) := by
  simp only [hartreeMinusExchange, probe, Complex.mul_conj, Complex.normSq_eq_norm_sq,
    Complex.ofReal_sum]

/-- If the energy vanishes for the probe interaction alone, the whole pair density
vanishes. -/
theorem pairDensity_eq_zero_of_probe [Fintype n] {P : Matrix n n ℂ}
    (h : hartreeMinusExchange P (probe P) = 0) (i j k l : n) :
    pairDensity P i j k l = 0 := by
  rw [energy_probe, Complex.ofReal_eq_zero] at h
  -- a vanishing sum of nonnegative terms vanishes term by term
  have h1 := (Finset.sum_eq_zero_iff_of_nonneg (fun _ _ => by positivity)).1 h i
    (Finset.mem_univ i)
  have h2 := (Finset.sum_eq_zero_iff_of_nonneg (fun _ _ => by positivity)).1 h1 j
    (Finset.mem_univ j)
  have h3 := (Finset.sum_eq_zero_iff_of_nonneg (fun _ _ => by positivity)).1 h2 k
    (Finset.mem_univ k)
  have h4 := (Finset.sum_eq_zero_iff_of_nonneg (fun _ _ => by positivity)).1 h3 l
    (Finset.mem_univ l)
  exact norm_eq_zero.1 (pow_eq_zero_iff two_ne_zero |>.1 h4)

/-- The Hartree-minus-exchange energy vanishes for every complex interaction tensor if and
only if the density matrix has rank at most one. -/
theorem energy_eq_zero_iff_rank_le_one [Fintype n] (P : Matrix n n ℂ) :
    (∀ v, hartreeMinusExchange P v = 0) ↔ P.rank ≤ 1 := by
  rw [← pairDensity_eq_zero_iff]
  constructor
  · intro h
    exact pairDensity_eq_zero_of_probe (h _)
  · intro h v
    simp [hartreeMinusExchange, h]

/-- The probe interaction of a Hermitian density matrix has the symmetries of two-electron
integrals. -/
theorem probe_symmetry {P : Matrix n n ℂ} (hP : P.IsHermitian) :
    IntegralSymmetry (probe P) := by
  have hc : ∀ a b, conj (P a b) = P b a := fun a b => hP.apply b a
  constructor
  · intro i j k l
    simp only [probe, pairDensity, map_sub, map_mul, hc]
    ring
  · intro i j k l
    simp only [probe, pairDensity, map_sub, map_mul, hc]
    ring

/-- For a Hermitian density matrix, the energy vanishes for all interactions with the
symmetries of two-electron integrals if and only if the rank is at most one. -/
theorem symmetric_energy_eq_zero_iff_rank_le_one [Fintype n] {P : Matrix n n ℂ}
    (hP : P.IsHermitian) :
    (∀ v, IntegralSymmetry v → hartreeMinusExchange P v = 0) ↔ P.rank ≤ 1 := by
  constructor
  · intro h
    exact (pairDensity_eq_zero_iff P).1
      (pairDensity_eq_zero_of_probe (h _ (probe_symmetry hP)))
  · intro h v _
    exact (energy_eq_zero_iff_rank_le_one P).2 h v

/-- For a Hermitian density matrix, the energy in the probe interaction is
`2 ((tr P²)² - tr P⁴)`. -/
theorem energy_probe_trace [Fintype n] {P : Matrix n n ℂ} (hP : P.IsHermitian) :
    hartreeMinusExchange P (probe P) =
      2 * (trace (P * P) ^ 2 - trace (P * P * (P * P))) := by
  have hc : ∀ a b, conj (P a b) = P b a := fun a b => hP.apply b a
  -- the two direct terms
  have h1 : ∑ i, ∑ j, ∑ k, ∑ l, (P i j * P j i) * (P k l * P l k) = trace (P * P) ^ 2 := by
    simp only [sq, trace, diag_apply, mul_apply, ← Finset.mul_sum, ← Finset.sum_mul]
  have h2 : ∑ i, ∑ j, ∑ k, ∑ l, (P i l * P l i) * (P j k * P k j) = trace (P * P) ^ 2 := by
    simp only [sq, trace, diag_apply, mul_apply, ← Finset.mul_sum, ← Finset.sum_mul]
  -- the two cyclic terms
  have h3 : ∑ i, ∑ j, ∑ k, ∑ l, (P i j * P j k) * (P k l * P l i) =
      trace (P * P * (P * P)) := by
    simp only [trace, diag_apply, mul_apply (M := P * P), mul_apply (M := P)]
    refine Finset.sum_congr rfl fun i _ => Finset.sum_comm.trans ?_
    simp only [← Finset.mul_sum, ← Finset.sum_mul]
  have h4 : ∑ i, ∑ j, ∑ k, ∑ l, (P i l * P l k) * (P k j * P j i) =
      trace (P * P * (P * P)) := by
    simp only [trace, diag_apply, mul_apply (M := P * P), mul_apply (M := P)]
    refine Finset.sum_congr rfl fun i _ => Finset.sum_comm.trans ?_
    simp only [← Finset.mul_sum, ← Finset.sum_mul]
  calc hartreeMinusExchange P (probe P)
      = ∑ i, ∑ j, ∑ k, ∑ l, ((P i j * P j i) * (P k l * P l k)
          + (P i l * P l i) * (P j k * P k j) - (P i j * P j k) * (P k l * P l i)
          - (P i l * P l k) * (P k j * P j i)) := by
        unfold hartreeMinusExchange
        refine Finset.sum_congr rfl fun i _ => Finset.sum_congr rfl fun j _ =>
          Finset.sum_congr rfl fun k _ => Finset.sum_congr rfl fun l _ => ?_
        simp only [probe, pairDensity, map_sub, map_mul, hc]
        ring
    _ = 2 * (trace (P * P) ^ 2 - trace (P * P * (P * P))) := by
        simp only [Finset.sum_sub_distrib, Finset.sum_add_distrib]
        rw [h1, h2, h3, h4]
        ring

/-- For a Slater determinant, whose density matrix is a Hermitian projector, the energy
vanishes for all interactions with the symmetries of two-electron integrals if and only if
the electron number `tr P` is zero or one. -/
theorem slater_energy_eq_zero_iff [Fintype n] {P : Matrix n n ℂ}
    (hP : P.IsHermitian) (hPP : P * P = P) :
    (∀ v, IntegralSymmetry v → hartreeMinusExchange P v = 0) ↔
      trace P = 0 ∨ trace P = 1 := by
  -- for `N` electrons the probe energy is `2 N (N - 1)`
  have hE : hartreeMinusExchange P (probe P) = 2 * (trace P * (trace P - 1)) := by
    rw [energy_probe_trace hP, hPP, hPP]
    ring
  constructor
  · intro h
    have h0 := h _ (probe_symmetry hP)
    rw [hE] at h0
    rcases mul_eq_zero.1 ((mul_eq_zero.1 h0).resolve_left two_ne_zero) with h1 | h1
    · exact Or.inl h1
    · exact Or.inr (sub_eq_zero.1 h1)
  · intro h v _
    have h0 : hartreeMinusExchange P (probe P) = 0 := by
      rw [hE]
      rcases h with h | h <;> simp [h]
    simp [hartreeMinusExchange, pairDensity_eq_zero_of_probe h0]

/-- The two-site matrix with all entries `1/2` is a Hermitian projector with electron
number one. -/
theorem slater_witness :
    (!![1/2, 1/2; 1/2, 1/2] : Matrix (Fin 2) (Fin 2) ℂ).IsHermitian ∧
    (!![1/2, 1/2; 1/2, 1/2] : Matrix (Fin 2) (Fin 2) ℂ) * !![1/2, 1/2; 1/2, 1/2] =
      !![1/2, 1/2; 1/2, 1/2] ∧
    trace (!![1/2, 1/2; 1/2, 1/2] : Matrix (Fin 2) (Fin 2) ℂ) = 1 := by
  refine ⟨?_, ?_, ?_⟩
  · ext i j
    fin_cases i <;> fin_cases j <;> simp [conjTranspose_apply]
  · ext i j
    fin_cases i <;> fin_cases j <;> simp [mul_apply, Fin.sum_univ_two] <;> norm_num
  · rw [trace_fin_two]
    simp only [of_apply, cons_val', cons_val_zero, cons_val_one, cons_val_fin_one]
    norm_num

end OneElectronSelfInteraction
```

```lean
#print axioms OneElectronSelfInteraction.energy_eq_zero_iff_rank_le_one
#print axioms OneElectronSelfInteraction.symmetric_energy_eq_zero_iff_rank_le_one
#print axioms OneElectronSelfInteraction.slater_energy_eq_zero_iff
```

```
'OneElectronSelfInteraction.energy_eq_zero_iff_rank_le_one' depends on axioms: [propext, Classical.choice, Quot.sound]
'OneElectronSelfInteraction.symmetric_energy_eq_zero_iff_rank_le_one' depends on axioms: [propext, Classical.choice, Quot.sound]
'OneElectronSelfInteraction.slater_energy_eq_zero_iff' depends on axioms: [propext, Classical.choice, Quot.sound]
```

## From minors to rank in Lean

`pairDensity_eq_zero_iff` carries the linear algebra. In the forward direction, `hP` is the factorisation through $P_{ab}$, written with `vecMulVec`, the product of a column and a row. After the division is cleared, `linear_combination hm` closes the goal from the vanishing minor, and `rank_vecMulVec_le` bounds the rank.

In the reverse direction, `finrank_le_one_iff` supplies a vector `u` of which every vector in the range of $P$ is a multiple. Applying $P$ to the basis vector `Pi.single j 1` gives column $j$, and `choose` collects the coefficients $c_j$. The minors then cancel by `ring`.

## The probe argument in Lean

`energy_probe` rewrites each product $D\overline D$ as a squared modulus. `pairDensity_eq_zero_of_probe` then peels off the four sums one at a time, using the fact that a zero sum of nonnegative terms has only zero terms. `energy_eq_zero_iff_rank_le_one` combines this with the rank lemma.

In `probe_symmetry`, the local fact `hc` is $\overline{P_{ab}}=P_{ba}$; once it has been substituted, both symmetries are identities between products. `symmetric_energy_eq_zero_iff_rank_le_one` uses this to apply its hypothesis to the probe, and takes its other direction from the theorem for all tensors.

## Traces and electron number in Lean

In `energy_probe_trace`, `h1` and `h2` evaluate the two products of traces, and `h3` and `h4` the two cyclic sums, where `Finset.sum_comm` changes the order of summation to match the matrix products. The `calc` block expands the energy into the four terms found above and inserts these values.

`slater_energy_eq_zero_iff` first obtains $2N(N-1)$ as `hE`. Its forward direction splits the vanishing product into factors; its backward direction returns to `pairDensity_eq_zero_of_probe`. Finally, `slater_witness` checks entry by entry that the one-electron matrix of the two-orbital example is a Hermitian projector of trace one.
